# Reversing one spin one-half: $X\mapsto\operatorname{tr}(X)\,1-X$ is positive but not completely positive on a qubit

Two spins one-half are prepared in a singlet and sent to different places. Someone holding the second spin wants to reverse it, whatever its direction, while the first is left alone. For a lone spin, time reversal describes the wish: it turns every spin direction into its opposite, and the result is again a legitimate state. Does the reversal still give a legitimate state when the spin is half of an entangled pair?

On density matrices, time reversal of a spin one-half is $\rho\mapsto\sigma_y\bar\rho\,\sigma_y$, where the bar conjugates each entry in the $\sigma_z$ basis. This operation is antilinear. To act on one part of a composite system we use a complex-linear map instead, and the candidate is
$$\Lambda(X)=\operatorname{tr}(X)\,1-X .$$
The problems below compare the two operations and then apply $\Lambda$ to half of a singlet.

## Matrices, maps and the singlet

Matrix indices run over $0,1$, for spin up and down along $z$. A dagger denotes the conjugate transpose, written `ᴴ` in Lean.

```lean
import Mathlib

open Matrix
open scoped ComplexOrder

namespace SpinFlipNotCompletelyPositive

noncomputable section
```

A qubit operator is any complex $2\times2$ matrix; hermiticity, positivity and unit trace are not built into the type.

```lean
/-- Operators on one qubit, as complex 2 by 2 matrices. -/
abbrev QubitOp := Matrix (Fin 2) (Fin 2) ℂ

/-- The Pauli matrix `σ_y`. -/
def sigmaY : QubitOp := !![0, -Complex.I; Complex.I, 0]
```

The two operations are `spinFlip` and `flipMap`. The arrow `→ₗ[ℂ]` in the type of `flipMap` records complex linearity, and the two fields after `toFun` prove it.

```lean
/-- The spin flip `ρ ↦ σ_y conj(ρ) σ_y`, with entrywise complex conjugation. -/
def spinFlip (ρ : QubitOp) : QubitOp := sigmaY * ρ.map star * sigmaY

/-- The complex-linear map `X ↦ tr(X) 1 - X` on one qubit. -/
def flipMap : QubitOp →ₗ[ℂ] QubitOp where
  toFun X := X.trace • (1 : QubitOp) - X
  map_add' X Y := by
    simp only [Matrix.trace_add, add_smul]
    abel
  map_smul' c X := by
    simp only [Matrix.trace_smul, smul_eq_mul, mul_smul, RingHom.id_apply, smul_sub]
```

With the Pauli matrices $\sigma_x,\sigma_y,\sigma_z$, a real vector $(x,y,z)$ defines the matrix $\tfrac12(1+x\sigma_x+y\sigma_y+z\sigma_z)$. It is a density matrix when the vector has length at most one, but the definition allows any length.

```lean
/-- The matrix `(1 + x σ_x + y σ_y + z σ_z) / 2` with real Bloch vector `(x, y, z)`. -/
def bloch (x y z : ℝ) : QubitOp :=
  !![(1 + z) / 2, (x - y * Complex.I) / 2; (x + y * Complex.I) / 2, (1 - z) / 2]
```

An operator $M$ on a composite system has entries $M_{(i,a),(j,b)}$, where $i,j$ label the first factor, called the ancilla, and $a,b$ label the qubit. For fixed $i,j$ these entries form a $2\times2$ block $M_{ij}$. A linear qubit map $\Phi$ acts on the second factor block by block:
$$\big[(\mathrm{id}\otimes\Phi)(M)\big]_{(i,a),(j,b)}=\Phi(M_{ij})_{ab}.$$

```lean
/-- A linear qubit map `Φ` applied to the second factor of a composite system,
with the first factor left alone. -/
def onSecond {k : Type*} (Φ : QubitOp →ₗ[ℂ] QubitOp)
    (M : Matrix (k × Fin 2) (k × Fin 2) ℂ) : Matrix (k × Fin 2) (k × Fin 2) ℂ :=
  Matrix.of fun p q => Φ (Matrix.of fun a b => M (p.1, a) (q.1, b)) p.2 q.2
```

Complete positivity demands that this extension preserve positive semidefiniteness for every finite ancilla dimension $n$. Physically, it expresses that an operation on the qubit must produce a valid joint state even if the qubit is entangled with a system that the operation does not touch.

```lean
/-- Complete positivity: with an ancilla of any finite dimension, `Φ` on the qubit
sends positive semidefinite matrices to positive semidefinite matrices. -/
def IsCompletelyPositive (Φ : QubitOp →ₗ[ℂ] QubitOp) : Prop :=
  ∀ (n : ℕ) (M : Matrix (Fin n × Fin 2) (Fin n × Fin 2) ℂ),
    M.PosSemidef → (onSecond Φ M).PosSemidef
```

The singlet enters through the unnormalised vector $s=|01\rangle-|10\rangle$, with $s^\dagger s=2$. The normalised state is $s/\sqrt2$, and its projector is $P=\tfrac12ss^\dagger$.

```lean
/-- The unnormalised singlet vector `|01⟩ - |10⟩`. -/
def singletVec : Fin 2 × Fin 2 → ℂ := fun p => (!![0, 1; -1, 0] : QubitOp) p.1 p.2

/-- The singlet projector, half the outer product of `|01⟩ - |10⟩` with itself. -/
def singletProj : Matrix (Fin 2 × Fin 2) (Fin 2 × Fin 2) ℂ :=
  (1 / 2 : ℂ) • vecMulVec singletVec (star singletVec)
```

## (a) Conjugation by $\sigma_y$

Show that for every $2\times2$ matrix $A$
$$\sigma_yA\sigma_y=\begin{pmatrix}A_{11}&-A_{10}\\-A_{01}&A_{00}\end{pmatrix}.$$

**Solution.** Multiplication by $\sigma_y$ from the left gives
$$\sigma_yA=\begin{pmatrix}-iA_{10}&-iA_{11}\\iA_{00}&iA_{01}\end{pmatrix}.$$
Multiplication from the right puts $i$ times the second column first and $-i$ times the first column second. The entries become $-i\cdot i\,A_{11}=A_{11}$, $(-i)^2A_{10}=-A_{10}$, $i^2A_{01}=-A_{01}$ and $-i\cdot i\,A_{00}=A_{00}$.

Lean splits the equation into the same four entries, and each `linear_combination` line supplies $i^2=-1$.

```lean
/-- Conjugation by `σ_y` exchanges the diagonal entries, and exchanges the
off-diagonal entries with a change of sign. -/
theorem sigmaY_conjugation (A : QubitOp) :
    sigmaY * A * sigmaY = !![A 1 1, -A 1 0; -A 0 1, A 0 0] := by
  ext i j
  simp only [Matrix.mul_apply, Fin.sum_univ_two]
  fin_cases i <;> fin_cases j <;>
    simp [sigmaY]
  -- each entry carries a factor `I * I = -1`
  · linear_combination (-A 1 1) * Complex.I_mul_I
  · linear_combination (A 1 0) * Complex.I_mul_I
  · linear_combination (A 0 1) * Complex.I_mul_I
  · linear_combination (-A 0 0) * Complex.I_mul_I
```

## (b) The transpose and the linear map

Show that for every $2\times2$ matrix $X$
$$\sigma_yX^{T}\sigma_y=\Lambda(X).$$

**Solution.** Put $A=X^T$ in (a), so that $A_{10}=X_{01}$ and $A_{01}=X_{10}$. Then
$$\sigma_yX^T\sigma_y=\begin{pmatrix}X_{11}&-X_{01}\\-X_{10}&X_{00}\end{pmatrix}=(X_{00}+X_{11})\,1-X .$$
The proof rewrites with (a) and compares entries.

```lean
/-- For every 2 by 2 matrix, `σ_y Xᵀ σ_y = tr(X) 1 - X`. -/
theorem sigmaY_transpose (X : QubitOp) : sigmaY * Xᵀ * sigmaY = flipMap X := by
  rw [sigmaY_conjugation]
  ext i j
  fin_cases i <;> fin_cases j <;> simp [flipMap, Matrix.trace_fin_two]
```

## (c) Flipping twice

Show that $\Lambda$ is its own inverse:
$$\Lambda(\Lambda(X))=X .$$

**Solution.** The identity has trace 2, so $\operatorname{tr}\Lambda(X)=2\operatorname{tr}X-\operatorname{tr}X=\operatorname{tr}X$. Therefore
$$\Lambda(\Lambda(X))=\operatorname{tr}(X)\,1-\big(\operatorname{tr}(X)\,1-X\big)=X .$$
Lean verifies this entry by entry.

```lean
/-- Applying `X ↦ tr(X) 1 - X` twice to a qubit operator gives the operator back. -/
theorem flipMap_flipMap (X : QubitOp) : flipMap (flipMap X) = X := by
  ext i j
  fin_cases i <;> fin_cases j <;> simp [flipMap, Matrix.trace_fin_two]
```

## (d) Where the antilinear and the linear operation agree

Show that
$$\sigma_y\bar\rho\,\sigma_y=\operatorname{tr}(\rho)\,1-\rho\quad\Longleftrightarrow\quad\rho^\dagger=\rho .$$

**Solution.** Entrywise conjugation is the transpose of the adjoint, $\bar\rho=(\rho^\dagger)^T$. By (b), the left side of the first equation is $\Lambda(\rho^\dagger)$, and the right side is $\Lambda(\rho)$. If $\rho^\dagger=\rho$, they are equal. Conversely, if $\Lambda(\rho^\dagger)=\Lambda(\rho)$, applying $\Lambda$ once more and using (c) gives $\rho^\dagger=\rho$.

In the proof, `h` is the identity $\sigma_y\bar\rho\,\sigma_y=\Lambda(\rho^\dagger)$, and `congrArg flipMap` is the second application of $\Lambda$. The theorem covers all Hermitian matrices, density matrices among them.

```lean
/-- The identity `σ_y conj(ρ) σ_y = tr(ρ) 1 - ρ` holds exactly for the Hermitian
2 by 2 matrices. -/
theorem spinFlip_eq_iff_isHermitian (ρ : QubitOp) :
    spinFlip ρ = ρ.trace • (1 : QubitOp) - ρ ↔ ρ.IsHermitian := by
  change spinFlip ρ = flipMap ρ ↔ ρᴴ = ρ
  -- entrywise conjugation is the transpose of the adjoint
  have h : spinFlip ρ = flipMap ρᴴ := sigmaY_transpose ρᴴ
  rw [h]
  constructor
  · intro e
    have e' := congrArg flipMap e
    rwa [flipMap_flipMap, flipMap_flipMap] at e'
  · intro e
    rw [e]
```

## (e) The Bloch vector

Let $\rho(x,y,z)$ be the matrix with Bloch vector $(x,y,z)$. Show that
$$\sigma_y\,\overline{\rho(x,y,z)}\,\sigma_y=\rho(-x,-y,-z).$$

**Solution.** The matrix $\rho(x,y,z)$ is Hermitian with trace 1, so (d) gives
$$\sigma_y\,\overline{\rho(x,y,z)}\,\sigma_y=1-\tfrac12(1+x\sigma_x+y\sigma_y+z\sigma_z)=\tfrac12(1-x\sigma_x-y\sigma_y-z\sigma_z).$$
All three spin expectation values change sign, as time reversal requires. The Lean proof takes a more direct route: it inserts the entries from (a) and compares them.

```lean
/-- The spin flip reverses the Bloch vector. -/
theorem spinFlip_bloch (x y z : ℝ) : spinFlip (bloch x y z) = bloch (-x) (-y) (-z) := by
  have h2 : (starRingEnd ℂ) 2 = 2 := Complex.conj_eq_iff_real.mpr ⟨2, by norm_num⟩
  rw [spinFlip, sigmaY_conjugation]
  ext i j
  fin_cases i <;> fin_cases j <;> simp [bloch, h2] <;> ring
```

## (f) A lone qubit stays in a valid state

Show that
$$X\ge0\quad\Longrightarrow\quad\Lambda(X)\ge0,$$
where $\ge0$ means positive semidefinite.

**Solution.** The transpose of a Hermitian matrix is Hermitian, and for every vector $v$
$$v^\dagger X^Tv=\bar v^{\,\dagger}X\bar v\ge0 .$$
Thus $X^T\ge0$. Since $\sigma_y$ is Hermitian, (b) gives
$$v^\dagger\Lambda(X)v=(\sigma_yv)^\dagger X^T(\sigma_yv)\ge0 .$$

In Lean, `hX.transpose` is the first step and `conjTranspose_mul_mul_same` the second; `hσ` states that $\sigma_y$ is Hermitian.

```lean
/-- The map `X ↦ tr(X) 1 - X` sends positive semidefinite qubit operators to
positive semidefinite ones. -/
theorem flipMap_posSemidef {X : QubitOp} (hX : X.PosSemidef) : (flipMap X).PosSemidef := by
  have hσ : sigmaYᴴ = sigmaY := by
    ext i j
    fin_cases i <;> fin_cases j <;> simp [sigmaY]
  have h := hX.transpose.conjTranspose_mul_mul_same sigmaY
  rwa [hσ, sigmaY_transpose] at h
```

## (g) Flipping half of a singlet

Apply $\Lambda$ to the second qubit of $P$ and show that
$$(\mathrm{id}\otimes\Lambda)(P)=\tfrac12\,1-P .$$

**Solution.** The blocks of $P$ are
$$P_{00}=\tfrac12\begin{pmatrix}0&0\\0&1\end{pmatrix},\quad P_{01}=\tfrac12\begin{pmatrix}0&0\\-1&0\end{pmatrix},\quad P_{10}=\tfrac12\begin{pmatrix}0&-1\\0&0\end{pmatrix},\quad P_{11}=\tfrac12\begin{pmatrix}1&0\\0&0\end{pmatrix}.$$
The diagonal blocks have trace $\tfrac12$ and the off-diagonal blocks trace $0$. Hence $\Lambda(P_{ij})=\tfrac12\delta_{ij}1-P_{ij}$, with $\delta_{ij}$ equal to 1 for $i=j$ and 0 otherwise. Reassembling the blocks gives the claim.

The formal proof runs through the sixteen entries of the $4\times4$ matrix.

```lean
/-- Applied to one qubit of the singlet projector `P`, the map `X ↦ tr(X) 1 - X`
gives `1/2 - P`. -/
theorem onSecond_flipMap_singlet :
    onSecond flipMap singletProj = (1 / 2 : ℂ) • 1 - singletProj := by
  ext ⟨i, a⟩ ⟨j, b⟩
  fin_cases i <;> fin_cases a <;> fin_cases j <;> fin_cases b <;>
    simp [onSecond, flipMap, singletProj, singletVec, Matrix.trace_fin_two,
      Matrix.one_apply, vecMulVec_apply]
```

## (h) The spectrum after the flip

Write $Q=(\mathrm{id}\otimes\Lambda)(P)$. Show that $s\neq0$ and
$$Qs=-\tfrac12s,\qquad s^\dagger v=0\ \Longrightarrow\ Qv=\tfrac12v .$$

**Solution.** The component of $s$ along $|01\rangle$ is 1, so $s\neq0$. For every $v$ we have $Pv=\tfrac12(s^\dagger v)\,s$. With $s^\dagger s=2$ this gives $Ps=s$, and by (g)
$$Qs=\tfrac12s-s=-\tfrac12s .$$
If $s^\dagger v=0$, then $Pv=0$ and $Qv=\tfrac12v$. The vectors orthogonal to $s$ form a three-dimensional space, so the eigenvalues of $Q$ are $-\tfrac12$ once and $\tfrac12$ three times. Their sum is 1: the trace is still that of a state, but one of the would-be probabilities is negative.

In the proof, `hP` is the formula for $Pv$ and `hs` the value $s^\dagger s=2$. The condition `star singletVec ⬝ᵥ v = 0` is orthogonality in the complex inner product.

```lean
/-- Applying `X ↦ tr(X) 1 - X` to the second qubit of the singlet projector gives a matrix that has
the singlet vector as an eigenvector with eigenvalue `-1/2`, and that multiplies each vector
orthogonal to it by `1/2`. -/
theorem singlet_spectrum :
    singletVec ≠ 0 ∧
    onSecond flipMap singletProj *ᵥ singletVec = (-(1 / 2) : ℂ) • singletVec ∧
    ∀ v, star singletVec ⬝ᵥ v = 0 →
      onSecond flipMap singletProj *ᵥ v = (1 / 2 : ℂ) • v := by
  -- the projector acts through the overlap with the singlet
  have hP : ∀ v, singletProj *ᵥ v = (1 / 2 * (star singletVec ⬝ᵥ v)) • singletVec := by
    intro v
    ext p
    simp only [singletProj, Matrix.mulVec, dotProduct, Matrix.smul_apply, vecMulVec_apply,
      Pi.smul_apply, smul_eq_mul, Finset.mul_sum, Finset.sum_mul]
    exact Finset.sum_congr rfl fun q _ => by ring
  have hs : star singletVec ⬝ᵥ singletVec = 2 := by
    simp [dotProduct, Fintype.sum_prod_type, Fin.sum_univ_two, singletVec]
    norm_num
  refine ⟨fun h => ?_, ?_, fun v hv => ?_⟩
  · have h1 := congrFun h (0, 1)
    simp [singletVec] at h1
  · rw [onSecond_flipMap_singlet, Matrix.sub_mulVec, Matrix.smul_mulVec, Matrix.one_mulVec,
      hP, hs]
    module
  · rw [onSecond_flipMap_singlet, Matrix.sub_mulVec, Matrix.smul_mulVec, Matrix.one_mulVec,
      hP, hv]
    module
```

## (i) The input was a valid state

Show that
$$P\ge0 .$$

**Solution.** The matrix $P$ is Hermitian, and
$$P^\dagger P=\tfrac14s(s^\dagger s)s^\dagger=\tfrac12ss^\dagger=P .$$
Therefore $v^\dagger Pv=(Pv)^\dagger(Pv)\ge0$ for every $v$. Lean checks $P^\dagger P=P$ by entries and then uses the general fact that a matrix of the form $B^\dagger B$ is positive semidefinite.

```lean
/-- The singlet projector is positive semidefinite. -/
theorem singletProj_posSemidef : singletProj.PosSemidef := by
  -- a Hermitian idempotent has the form `Pᴴ P`
  have h : singletProjᴴ * singletProj = singletProj := by
    ext ⟨i, a⟩ ⟨j, b⟩
    fin_cases i <;> fin_cases a <;> fin_cases j <;> fin_cases b <;>
      simp [singletProj, singletVec, Matrix.mul_apply, Fintype.sum_prod_type,
        Fin.sum_univ_two, vecMulVec_apply] <;> norm_num
  rw [← h]
  exact Matrix.posSemidef_conjTranspose_mul_self singletProj
```

## (j) Failure of complete positivity

Show that $\Lambda$ is not completely positive, by exhibiting an ancilla dimension $n$ and a matrix $M$ with
$$M\ge0,\qquad(\mathrm{id}\otimes\Lambda)(M)\not\ge0 .$$

**Solution.** Take $n=2$ and $M=P$. By (i) the input is positive semidefinite. By (h) its image $Q$ satisfies
$$s^\dagger Qs=-\tfrac12\,s^\dagger s=-1<0 ,$$
so $Q$ is not positive semidefinite. In the normalised singlet $s/\sqrt2$ the expectation value is $-\tfrac12$.

The formal proof assumes complete positivity, specialises it to `h 2 singletProj` and evaluates the quadratic form at the unnormalised vector. The assumption then yields $0\le-1$, a contradiction.

```lean
/-- The linear map `X ↦ tr(X) 1 - X` on one qubit is not completely positive. -/
theorem flipMap_not_completelyPositive : ¬ IsCompletelyPositive flipMap := by
  intro h
  have h0 := (h 2 singletProj singletProj_posSemidef).dotProduct_mulVec_nonneg singletVec
  have hs : star singletVec ⬝ᵥ singletVec = 2 := by
    simp [dotProduct, Fintype.sum_prod_type, Fin.sum_univ_two, singletVec]
    norm_num
  -- the quadratic form at the unnormalised singlet vector is negative
  rw [singlet_spectrum.2.1, dotProduct_smul, hs, smul_eq_mul] at h0
  have h1 : (-(1 / 2) : ℂ) * 2 = ((-1 : ℝ) : ℂ) := by
    push_cast
    ring
  rw [h1] at h0
  have h2 : (0 : ℝ) ≤ -1 := Complex.zero_le_real.mp h0
  linarith

end

end SpinFlipNotCompletelyPositive
```

```lean
#print axioms SpinFlipNotCompletelyPositive.spinFlip_eq_iff_isHermitian
-- 'SpinFlipNotCompletelyPositive.spinFlip_eq_iff_isHermitian' depends on axioms: [propext, Classical.choice, Quot.sound]
#print axioms SpinFlipNotCompletelyPositive.spinFlip_bloch
-- 'SpinFlipNotCompletelyPositive.spinFlip_bloch' depends on axioms: [propext, Classical.choice, Quot.sound]
#print axioms SpinFlipNotCompletelyPositive.flipMap_posSemidef
-- 'SpinFlipNotCompletelyPositive.flipMap_posSemidef' depends on axioms: [propext, Classical.choice, Quot.sound]
#print axioms SpinFlipNotCompletelyPositive.flipMap_not_completelyPositive
-- 'SpinFlipNotCompletelyPositive.flipMap_not_completelyPositive' depends on axioms: [propext, Classical.choice, Quot.sound]
```

## The smallest ancilla that reveals the failure

For $n=1$ the composite matrix has a single block, and $\mathrm{id}\otimes\Lambda$ acts on it as $\Lambda$ itself. Part (f) then guarantees a positive semidefinite result, so a one-dimensional ancilla detects nothing. Part (j) uses $n=2$, which is therefore the smallest dimension at which the defect appears: one additional spin is enough.

For quantum mechanics this limits what a device acting on a single qubit can do, provided that its action is described by a completely positive linear map. The density matrices span all $2\times2$ matrices, so $\Lambda$ is the only linear map that reverses every Bloch vector, and a short argument that goes one step further than the Lean theorems concludes that no such device reverses every spin state. Reversing a spin whose axis is known is a different task, since a rotation by $\pi$ about a perpendicular axis accomplishes it.
